# Zeros and poles alternate in an undamped dielectric function with positive mode strengths

An electric field drives those optical vibrations of a polar crystal that carry an electric dipole. At the frequency of a transverse mode that couples to the field, the undamped response diverges. A longitudinal oscillation with a dipole carries its own electric field with no displacement field, so it occurs where the dielectric function vanishes. Given several transverse modes, how many longitudinal ones are there, and where do they lie?

Let $x=\omega^2$ be the squared frequency. The crystal has $n+1$ modes, numbered $0,\dots,n$, with squared transverse frequencies $t_j$ and strengths $S_j$, and its dielectric function is

$$\varepsilon(x)=e+\sum_{j=0}^{n}\frac{S_j}{t_j-x}.$$

The constant $e$ is the dielectric constant that the electrons alone would give, with the ions held fixed. It is taken as independent of frequency in the range of the lattice vibrations. Three conditions are used:

- $e>0$ (`he`): the electronic background is positive.
- $S_j>0$ (`hS`): every listed mode couples to the field. The strength is proportional to the square of the mode's dipole along the field, so only modes with no such dipole are left out.
- $t_0<\dots<t_n$ (`ht : StrictMono t`): no two listed modes have the same frequency. Degenerate modes, as in a cubic crystal, are listed as one mode with their strengths added, which leaves $\varepsilon$ unchanged.

The model is harmonic and undamped, and it treats one field direction with a scalar response. In Lean the mode index has type `Fin (n + 1)`, so there is always at least one mode. The $t_j$ and $x$ are arbitrary real numbers, and a negative value would describe an unstable mode.

```lean
import Mathlib

open Filter Topology

namespace LongitudinalModeInterlacing
```

The definition is the formula above.

```lean
/-- Dielectric function of a crystal with `n + 1` undamped polar modes, as a function of the
squared frequency `x`: background `e`, strengths `S j`, squared transverse frequencies `t j`. -/
noncomputable def eps {n : ℕ} (e : ℝ) (S t : Fin (n + 1) → ℝ) (x : ℝ) : ℝ :=
  e + ∑ j, S j / (t j - x)
```

## (a) Growth between poles

Let $x<y$, with no $t_j$ in $[x,y]$. Show that

$$\varepsilon(x)<\varepsilon(y).$$

**Solution.** For each mode,

$$\frac{S_j}{t_j-y}-\frac{S_j}{t_j-x}=\frac{S_j\,(y-x)}{(t_j-y)(t_j-x)}.$$

Both factors in the denominator have the same sign, because $t_j$ lies either below $x$ or above $y$. The difference is therefore positive, and summing over $j$ gives the claim.

In Lean, `h` states this alternative for every mode, `key` is the comparison of single terms, and `Finset.sum_lt_sum_of_nonempty` adds them up.

```lean
variable {n : ℕ} {e : ℝ} {S t : Fin (n + 1) → ℝ}

/-- The dielectric function increases strictly between two squared frequencies that have no
transverse mode between them or at either of them. -/
theorem eps_lt_eps (hS : ∀ j, 0 < S j) {x y : ℝ} (hxy : x < y)
    (h : ∀ j, t j < x ∨ y < t j) : eps e S t x < eps e S t y := by
  have key : ∀ j, S j / (t j - x) < S j / (t j - y) := by
    intro j
    have hp : 0 < (t j - y) * (t j - x) := by
      rcases h j with h | h
      · exact mul_pos_of_neg_of_neg (by linarith) (by linarith)
      · exact mul_pos (by linarith) (by linarith)
    have hy : t j - y ≠ 0 := left_ne_zero_of_mul hp.ne'
    have hx : t j - x ≠ 0 := right_ne_zero_of_mul hp.ne'
    have hd : S j / (t j - y) - S j / (t j - x)
        = S j * (y - x) / ((t j - y) * (t j - x)) := by
      rw [div_sub_div _ _ hy hx]
      congr 1
      ring
    have := div_pos (mul_pos (hS j) (sub_pos.2 hxy)) hp
    linarith
  have := Finset.sum_lt_sum_of_nonempty (Finset.univ_nonempty (α := Fin (n + 1)))
    (fun j _ => key j)
  unfold eps
  linarith
```

## (b) The sign next to a pole

Show that for all $x\neq t_k$ close enough to $t_k$,

$$(t_k-x)\,\varepsilon(x)>0.$$

**Solution.** Separate the resonant term:

$$(t_k-x)\,\varepsilon(x)=S_k+(t_k-x)\Big(e+\sum_{j\ne k}\frac{S_j}{t_j-x}\Big).$$

The bracket has a finite limit at $t_k$, since the other poles lie elsewhere. The right side thus tends to $S_k>0$ and is positive near $t_k$. Hence $\varepsilon$ is positive just below the pole and negative just above it.

The expression `∀ᶠ x in 𝓝[≠] (t k)` means "for all $x$ in some neighbourhood of $t_k$, except $t_k$ itself". The limits are `hsum` and `hg`, and the separation is `h2`.

```lean
/-- Close to a transverse mode the dielectric function is positive just below the mode and
negative just above it. -/
theorem eps_sign_near_pole (ht : StrictMono t) (hS : ∀ j, 0 < S j) (k : Fin (n + 1)) :
    ∀ᶠ x in 𝓝[≠] (t k), 0 < (t k - x) * eps e S t x := by
  -- the other modes contribute a finite background at the pole
  have hsum : Tendsto (fun x => ∑ j ∈ Finset.univ.erase k, S j / (t j - x)) (𝓝 (t k))
      (𝓝 (∑ j ∈ Finset.univ.erase k, S j / (t j - t k))) :=
    tendsto_finsetSum _ fun j hj => tendsto_const_nhds.div
      (tendsto_const_nhds.sub tendsto_id)
      (sub_ne_zero.2 (ht.injective.ne (Finset.ne_of_mem_erase hj)))
  have hg : Tendsto
      (fun x => S k + (t k - x) * (e + ∑ j ∈ Finset.univ.erase k, S j / (t j - x))) (𝓝 (t k))
      (𝓝 (S k + (t k - t k) * (e + ∑ j ∈ Finset.univ.erase k, S j / (t j - t k)))) :=
    tendsto_const_nhds.add
      ((tendsto_const_nhds.sub tendsto_id).mul (tendsto_const_nhds.add hsum))
  rw [sub_self, zero_mul, add_zero] at hg
  have hpos := hg.eventually (lt_mem_nhds (hS k))
  filter_upwards [hpos.filter_mono nhdsWithin_le_nhds, self_mem_nhdsWithin] with x hx hne
  have hne1 : x ≠ t k := hne
  have hne2 : t k - x ≠ 0 := sub_ne_zero.2 hne1.symm
  have h : S k / (t k - x) + ∑ j ∈ Finset.univ.erase k, S j / (t j - x)
      = ∑ j, S j / (t j - x) :=
    Finset.add_sum_erase _ (fun j => S j / (t j - x)) (Finset.mem_univ k)
  have hm : (t k - x) * (S k / (t k - x)) = S k := by field_simp
  have h2 : (t k - x) * eps e S t x
      = S k + (t k - x) * (e + ∑ j ∈ Finset.univ.erase k, S j / (t j - x)) := by
    unfold eps
    rw [← h]
    linear_combination hm
  rw [h2]
  exact hx
```

## (c) A lower bound above all poles

Show that for $x>t_n$,

$$\varepsilon(x)\ge e-\frac{\sum_j S_j}{x-t_n}.$$

**Solution.** Since $t_j\le t_n$, we have $x-t_j\ge x-t_n>0$, and so

$$\frac{S_j}{t_j-x}=-\frac{S_j}{x-t_j}\ge-\frac{S_j}{x-t_n}.$$

Sum over $j$ and add $e$. In Lean, $t_n$ is `t (Fin.last n)`, and `key` is the displayed inequality.

```lean
/-- Above all transverse modes the dielectric function is at least that of a single mode at the
highest transverse frequency carrying the total strength. -/
theorem eps_ge_above (ht : StrictMono t) (hS : ∀ j, 0 < S j) {x : ℝ}
    (hx : t (Fin.last n) < x) :
    e - (∑ j, S j) / (x - t (Fin.last n)) ≤ eps e S t x := by
  have key : ∀ j, -(S j / (x - t (Fin.last n))) ≤ S j / (t j - x) := by
    intro j
    have hj : t j ≤ t (Fin.last n) := ht.monotone (Fin.le_last j)
    rw [← neg_sub x (t j), div_neg]
    exact neg_le_neg (div_le_div_of_nonneg_left (hS j).le (by linarith) (by linarith))
  have := Finset.sum_le_sum (s := Finset.univ) fun j _ => key j
  rw [Finset.sum_neg_distrib, ← Finset.sum_div] at this
  unfold eps
  linarith
```

## (d) Below all poles

Show that for $x<t_0$,

$$\varepsilon(x)>e.$$

**Solution.** Every denominator $t_j-x$ is positive, so every term of the sum is positive. `Finset.sum_pos` expresses this.

```lean
/-- Below all transverse modes the dielectric function exceeds its background value. -/
theorem eps_gt_below (ht : StrictMono t) (hS : ∀ j, 0 < S j) {x : ℝ} (hx : x < t 0) :
    e < eps e S t x := by
  have : 0 < ∑ j, S j / (t j - x) := Finset.sum_pos (fun j _ => div_pos (hS j)
    (sub_pos.2 (hx.trans_le (ht.monotone (Fin.zero_le j))))) Finset.univ_nonempty
  unfold eps
  linarith
```

## (e) One zero above each pole

Show that for each $k$ there is exactly one $x$ with

$$t_k<x,\qquad x<t_j\ \text{ for all } j>k,\qquad \varepsilon(x)=0.$$

For $k=n$ the middle condition is empty.

**Solution.** First find a point $y$ of the gap with $\varepsilon(y)>0$. If $k<n$, part (b) at the pole $t_{k+1}$ supplies one just below it. If $k=n$, write $s=\sum_j S_j$ and take $y=t_n+s/e+1$. Part (c) then gives

$$\varepsilon(y)\ge e-\frac{s}{s/e+1}=\frac{e}{s/e+1}>0.$$

Next, part (b) at $t_k$ supplies a point $x'$ with $t_k<x'<y$ and $\varepsilon(x')<0$. There is no pole in $[x',y]$, so $\varepsilon$ is continuous there and has a zero by the intermediate value theorem. Two different zeros in the gap would contradict part (a).

The Lean proof follows this order. `by_cases hk` separates the two choices of $y$, `intermediate_value_Icc` produces the zero, and `lt_trichotomy` compares it with any other. The auxiliary `hgap` shows that no pole lies between two points of the gap. The quantifier `∃!` means "exactly one".

```lean
/-- Above each transverse mode, and below all higher ones, the dielectric function has exactly
one zero. -/
theorem existsUnique_zero_in_gap (he : 0 < e) (ht : StrictMono t) (hS : ∀ j, 0 < S j)
    (k : Fin (n + 1)) :
    ∃! x, (t k < x ∧ ∀ j, k < j → x < t j) ∧ eps e S t x = 0 := by
  have hgap : ∀ z w, t k < z → (∀ j, k < j → w < t j) → ∀ j, t j < z ∨ w < t j := by
    intro z w hz hw j
    rcases le_or_gt j k with h | h
    · exact Or.inl ((ht.monotone h).trans_lt hz)
    · exact Or.inr (hw j h)
  -- a point of the gap where the dielectric function is positive
  obtain ⟨y, hky, hyj, hy⟩ :
      ∃ y, t k < y ∧ (∀ j, k < j → y < t j) ∧ 0 < eps e S t y := by
    by_cases hk : (k : ℕ) < n
    · obtain ⟨m, hm⟩ : ∃ m : Fin (n + 1), (m : ℕ) = k + 1 := ⟨⟨k + 1, by omega⟩, rfl⟩
      have hkm : t k < t m := ht (Fin.lt_def.2 (by omega))
      have hev : ∀ᶠ x in 𝓝[<] (t m), 0 < (t m - x) * eps e S t x :=
        (eps_sign_near_pole ht hS m).filter_mono
          (nhdsWithin_mono _ (fun x (hx : x < t m) => hx.ne))
      have hI : ∀ᶠ x in 𝓝[<] (t m), x ∈ Set.Ioo (t k) (t m) := Ioo_mem_nhdsLT hkm
      obtain ⟨y, hy, hy1⟩ := (hev.and hI).exists
      refine ⟨y, hy1.1, fun j hj => hy1.2.trans_le (ht.monotone (Fin.le_def.2 ?_)),
        (mul_pos_iff_of_pos_left (sub_pos.2 hy1.2)).1 hy⟩
      have := Fin.lt_def.1 hj
      omega
    · have hk' : k = Fin.last n := Fin.ext (by
        have := k.isLt
        rw [Fin.val_last]
        omega)
      subst hk'
      have hs : 0 ≤ ∑ j, S j := Finset.sum_nonneg fun j _ => (hS j).le
      have hD : 0 < (∑ j, S j) / e + 1 := by positivity
      have hlt : (∑ j, S j) / ((∑ j, S j) / e + 1) < e := by
        rw [div_lt_iff₀ hD, mul_add, mul_div_cancel₀ _ he.ne']
        linarith
      have hy : t (Fin.last n) < t (Fin.last n) + ((∑ j, S j) / e + 1) := by linarith
      have hb := eps_ge_above (e := e) ht hS hy
      rw [add_sub_cancel_left] at hb
      exact ⟨_, hy, fun j hj => absurd hj (not_lt_of_ge (Fin.le_last j)), by linarith⟩
  -- a lower point, just above the pole, where it is negative
  have hev : ∀ᶠ x in 𝓝[>] (t k), 0 < (t k - x) * eps e S t x :=
    (eps_sign_near_pole ht hS k).filter_mono
      (nhdsWithin_mono _ (fun x (hx : t k < x) => hx.ne'))
  have hI : ∀ᶠ x in 𝓝[>] (t k), x ∈ Set.Ioo (t k) y := Ioo_mem_nhdsGT hky
  obtain ⟨x, hx, hx1⟩ := (hev.and hI).exists
  have hneg : eps e S t x < 0 := by
    by_contra h
    have h' : 0 ≤ eps e S t x := le_of_not_gt h
    nlinarith [mul_nonneg (sub_nonneg.2 hx1.1.le) h']
  have hc : ContinuousOn (eps e S t) (Set.Icc x y) := by
    change ContinuousOn (fun z => e + ∑ j, S j / (t j - z)) _
    refine continuousOn_const.add (continuousOn_finsetSum _ fun j _ =>
      continuousOn_const.div (continuousOn_const.sub continuousOn_id) fun z hz => ?_)
    exact sub_ne_zero.2 ((hgap z z (hx1.1.trans_le hz.1)
      (fun i hi => hz.2.trans_lt (hyj i hi)) j).elim (fun h => h.ne) (fun h => h.ne'))
  obtain ⟨z, hz, hz0⟩ := intermediate_value_Icc hx1.2.le hc ⟨hneg.le, hy.le⟩
  have hz1 : t k < z := hx1.1.trans_le hz.1
  have hz2 : ∀ j, k < j → z < t j := fun j hj => hz.2.trans_lt (hyj j hj)
  refine ⟨z, ⟨⟨hz1, hz2⟩, hz0⟩, ?_⟩
  -- strict growth excludes a second zero
  rintro w ⟨⟨hw1, hw2⟩, hw0⟩
  rcases lt_trichotomy w z with h | h | h
  · have := eps_lt_eps (e := e) hS h (hgap w z hw1 hz2)
    linarith
  · exact h
  · have := eps_lt_eps (e := e) hS h (hgap z w hz1 hw2)
    linarith
```

## (f) The count, interval by interval

Show that the number of zeros of $\varepsilon$ is

$$1 \text{ in each } (t_j,t_{j+1}),\ 0\le j<n;\qquad 1 \text{ in } (t_n,\infty);\qquad 0 \text{ in } (-\infty,t_0).$$

**Solution.** Because the $t_i$ increase, lying below all $t_i$ with $i>j$ is the same as lying below $t_{j+1}$. The first two counts are then part (e) with $k=j$ and $k=n$. For the third, part (d) gives $\varepsilon(x)>e>0$.

Here `j` has type `Fin n`, and `j.castSucc` and `j.succ` are the indices $j$ and $j+1$ in the list of modes. For a single mode, $n=0$, the first count is empty.

```lean
/-- The dielectric function has exactly one zero between neighbouring transverse modes, exactly
one above the highest transverse mode, and none below the lowest. -/
theorem longitudinal_modes_interlace (he : 0 < e) (ht : StrictMono t) (hS : ∀ j, 0 < S j) :
    (∀ j : Fin n, ∃! x, x ∈ Set.Ioo (t j.castSucc) (t j.succ) ∧ eps e S t x = 0) ∧
    (∃! x, t (Fin.last n) < x ∧ eps e S t x = 0) ∧
    ∀ x, x < t 0 → eps e S t x ≠ 0 := by
  refine ⟨fun j => ?_, ?_, fun x hx => (he.trans (eps_gt_below ht hS hx)).ne'⟩
  · obtain ⟨x, ⟨⟨h1, h2⟩, h3⟩, hu⟩ := existsUnique_zero_in_gap he ht hS j.castSucc
    refine ⟨x, ⟨⟨h1, h2 _ (Fin.lt_def.2 (Nat.lt_succ_self (j : ℕ)))⟩, h3⟩, fun y hy =>
      hu y ⟨⟨hy.1.1, fun i hi => hy.1.2.trans_le (ht.monotone (Fin.le_def.2 ?_))⟩, hy.2⟩⟩
    have h := Fin.lt_def.1 hi
    change (j : ℕ) < i at h
    change (j : ℕ) + 1 ≤ i
    omega
  · obtain ⟨x, ⟨⟨h1, _⟩, h3⟩, hu⟩ := existsUnique_zero_in_gap he ht hS (Fin.last n)
    exact ⟨x, ⟨h1, h3⟩, fun y hy =>
      hu y ⟨⟨hy.1, fun i hi => absurd hi (not_lt_of_ge (Fin.le_last i))⟩, hy.2⟩⟩
```

## (g) The complete longitudinal spectrum

Show that there are numbers $l_0<\dots<l_n$ with

$$t_0<l_0<t_1<l_1<\dots<t_n<l_n$$

such that any $x$ which is not a pole satisfies $\varepsilon(x)=0$ exactly when $x$ is one of the $l_k$.

**Solution.** Let $l_k$ be the zero from part (e). For $i<k$ it gives $l_i<t_k<l_k$, which is the ordering. Conversely, let $x$ be a zero that is not a pole. By part (d), $x>t_0$. Let $k$ be the largest index with $t_k<x$. Then $x<t_j$ for all $j>k$, and uniqueness in part (e) gives $x=l_k$.

`choose` collects the zeros into a function `l`, and `exists_max_image` picks the largest index. The condition `∀ j, x ≠ t j` matters because Lean sets division by zero to $0$, which gives `eps` a meaningless value at each pole.

```lean
/-- The zeros of the dielectric function away from its poles form one increasing list, with as
many members as there are transverse modes and alternating with them. -/
theorem longitudinal_spectrum (he : 0 < e) (ht : StrictMono t) (hS : ∀ j, 0 < S j) :
    ∃ l : Fin (n + 1) → ℝ, StrictMono l ∧ (∀ k, t k < l k) ∧ (∀ i k, i < k → l i < t k) ∧
      ∀ x, (∀ j, x ≠ t j) → (eps e S t x = 0 ↔ ∃ k, x = l k) := by
  choose l hl using fun k => (existsUnique_zero_in_gap he ht hS k).exists
  refine ⟨l, fun i k hik => ((hl i).1.2 k hik).trans (hl k).1.1, fun k => (hl k).1.1,
    fun i k hik => (hl i).1.2 k hik, fun x hx => ⟨fun h0 => ?_, ?_⟩⟩
  · have hx0 : t 0 < x := by
      rcases lt_or_gt_of_ne (hx 0) with h | h
      · have := eps_gt_below (e := e) ht hS h
        linarith
      · exact h
    -- the highest transverse mode below x identifies the gap
    obtain ⟨k, hk, hmax⟩ := (Finset.univ.filter (fun j => t j < x)).exists_max_image id
      ⟨0, Finset.mem_filter.2 ⟨Finset.mem_univ _, hx0⟩⟩
    refine ⟨k, (existsUnique_zero_in_gap he ht hS k).unique
      ⟨⟨(Finset.mem_filter.1 hk).2, fun j hj => ?_⟩, h0⟩ (hl k)⟩
    rcases lt_or_gt_of_ne (hx j) with h | h
    · exact h
    · exact absurd hj (not_lt_of_ge (hmax j (Finset.mem_filter.2 ⟨Finset.mem_univ _, h⟩)))
  · rintro ⟨k, rfl⟩
    exact (hl k).2
```

## (h) Where the highest longitudinal mode lies

Let $x>t_n$ and $\varepsilon(x)=0$. Show that

$$t_n+\frac{S_n}{e}\le x\le t_n+\frac{\sum_j S_j}{e}.$$

**Solution.** The zero condition reads $e=\sum_j S_j/(x-t_j)$, with all terms positive. Keeping only $j=n$ gives $S_n/(x-t_n)\le e$, which is the lower bound. Part (c) with $\varepsilon(x)=0$ gives $e\le\sum_j S_j/(x-t_n)$, which is the upper bound. For a single mode the two bounds coincide and $x=t_0+S_0/e$.

In Lean, `Finset.single_le_sum` keeps the one term, and `eps_ge_above` is part (c).

```lean
/-- A zero above all transverse modes is shifted from the highest one by at least that mode's
strength over the background, and at most the total strength over the background. -/
theorem highest_longitudinal_bounds (he : 0 < e) (ht : StrictMono t) (hS : ∀ j, 0 < S j)
    {x : ℝ} (hx : t (Fin.last n) < x) (h0 : eps e S t x = 0) :
    t (Fin.last n) + S (Fin.last n) / e ≤ x ∧ x ≤ t (Fin.last n) + (∑ j, S j) / e := by
  have hd : 0 < x - t (Fin.last n) := sub_pos.2 hx
  constructor
  · have hneg : ∑ j, S j / (t j - x) = -∑ j, S j / (x - t j) := by
      rw [← Finset.sum_neg_distrib]
      exact Finset.sum_congr rfl fun j _ => by rw [← neg_sub x (t j), div_neg]
    have h1 : S (Fin.last n) / (x - t (Fin.last n)) ≤ ∑ j, S j / (x - t j) :=
      Finset.single_le_sum (f := fun j => S j / (x - t j))
        (fun j _ => div_nonneg (hS j).le
          (sub_nonneg.2 ((ht.monotone (Fin.le_last j)).trans hx.le)))
        (Finset.mem_univ (Fin.last n))
    unfold eps at h0
    have h2 : S (Fin.last n) / (x - t (Fin.last n)) ≤ e := by linarith
    rw [div_le_iff₀ hd] at h2
    have h3 : S (Fin.last n) / e ≤ x - t (Fin.last n) := by
      rw [div_le_iff₀ he]
      linarith
    linarith
  · have h1 := eps_ge_above (e := e) ht hS hx
    have h2 : e ≤ (∑ j, S j) / (x - t (Fin.last n)) := by linarith
    rw [le_div_iff₀ hd] at h2
    have h3 : x - t (Fin.last n) ≤ (∑ j, S j) / e := by
      rw [le_div_iff₀ he]
      linarith
    linarith

end LongitudinalModeInterlacing
```

```lean
#print axioms LongitudinalModeInterlacing.longitudinal_modes_interlace
#print axioms LongitudinalModeInterlacing.longitudinal_spectrum
#print axioms LongitudinalModeInterlacing.highest_longitudinal_bounds
```

```
'LongitudinalModeInterlacing.longitudinal_modes_interlace' depends on axioms: [propext, Classical.choice, Quot.sound]
'LongitudinalModeInterlacing.longitudinal_spectrum' depends on axioms: [propext, Classical.choice, Quot.sound]
'LongitudinalModeInterlacing.highest_longitudinal_bounds' depends on axioms: [propext, Classical.choice, Quot.sound]
```

## Eigenvalues after a rank-one addition

The same argument locates the eigenvalues of $D+vv^{T}$, where $D$ is diagonal with entries $t_0<\dots<t_n$ and $v$ is a real vector with no zero component. Away from the $t_j$,

$$\det(D+vv^{T}-x)=\prod_j(t_j-x)\,\Big(1+\sum_j\frac{v_j^2}{t_j-x}\Big).$$

The last factor is $\varepsilon(x)$ with $e=1$ and $S_j=v_j^2$. Its $n+1$ zeros are therefore all the eigenvalues, one above each $t_k$ and below the next. The determinant formula is quoted without proof, and this matrix form is not part of the Lean code.

In harmonic phonon calculations for bulk polar insulators, the macroscopic field adds such a rank-one term to the dynamical matrix in the limit of zero wavevector, taken along a fixed direction. In this limit the acoustic modes, and optical modes with no dipole along that direction, are unchanged by it. Within each degenerate set, the modes can be chosen so that at most one has such a dipole. The corrected squared frequencies of the remaining modes then alternate with their uncorrected ones.
